# Atomic nitrogen has zero contact coupling when both spins fill a minimal s basis

An unrestricted single-determinant calculation on atomic nitrogen in a minimal basis returns a contact coupling of zero, although the real atom has a non-zero one. The contact coupling is the part of the hyperfine interaction that is proportional to the spin density at the nucleus, which is the difference between the spin-up (α) and spin-down (β) electron densities there. Taken at face value, the zero looks like a statement about nitrogen, or like a fault in the program or its convergence. It is neither. The basis has two s functions, two electrons of each spin fill them, and the s density at the nucleus is then the same for both spins, whatever the orbitals.

The general statement concerns \(n\) basis functions \(\chi_\mu\) and \(n\) orthonormal orbitals built from them,

\[ f_i=\sum_\mu C_{i\mu}\,\chi_\mu . \]

The density \(\sum_i f_i(x)^2\) is the same at every point \(x\) for all such sets. Each hypothesis below comes with its role in the derivation and with what happens if it fails.

## Real orbitals in a space with a bilinear form

The orbitals are real functions on a set `X`, in a linear subspace `V` of all such functions. A bilinear form \(B\) supplies the inner products. Neither symmetry nor positivity is assumed. On the span of the basis, both follow once there are as many orthonormal orbitals as basis functions, because the inverse overlap matrix then has the form \(C^TC\) with \(C\) invertible, as derived below. Complex orbitals would need \(|f_i|^2\) in place of the square.

```lean
import Mathlib

open MeasureTheory Matrix

namespace ContactCouplingBasis

noncomputable section

variable {X ι κ : Type*} [Fintype ι] [Fintype κ] {V : Submodule ℝ (X → ℝ)}

/-- The density at `x` of singly filled real orbitals: the sum of their squares. -/
def density (f : ι → V) (x : X) : ℝ := ∑ i, (f i).1 x ^ 2
```

The counter-examples below use functions on two points, written as pairs of values, with \(B\) the sum over the points of the products.

## Orthonormality within each spin

Physically, each orbital holds one electron of the given spin, and different orbitals are orthogonal.

```lean
/-- The orbitals `f` are orthonormal for the bilinear form `B`. -/
def IsOrthonormal [DecidableEq κ] (B : LinearMap.BilinForm ℝ V) (f : κ → V) : Prop :=
  ∀ i j, B (f i) (f j) = if i = j then 1 else 0
```

With \(S_{\mu\nu}=B(\chi_\mu,\chi_\nu)\), expanding both arguments gives

\[ \delta_{ij}=B(f_i,f_j)=\sum_{\mu\nu}C_{i\mu}S_{\mu\nu}C_{j\nu},\qquad\text{that is}\qquad CSC^{T}=1 . \]

In the proof of `density_eq_inverse_overlap`, `hB` is the expansion and `h1` the matrix equation.

Without normalisation, doubling every orbital multiplies the density by four. Normalisation alone is not enough either: \((1,0)\) and \((3/5,4/5)\) are normalised but not orthogonal, and their density is \(34/25\) and \(16/25\) at the two points, where an orthonormal pair gives 1 and 1. No orthogonality between α and β orbitals is asked for.

## One basis for both spins

Both spins draw on the same functions, as in an ordinary unrestricted calculation. The basis functions may overlap.

```lean
/-- Every orbital `f i` is a linear combination of the basis functions `χ`. -/
def ExpandsIn (χ : ι → V) (f : κ → V) : Prop :=
  ∃ C : Matrix κ ι ℝ, ∀ i, f i = ∑ μ, C i μ • χ μ

/-- The matrix of inner products of the basis functions. -/
def overlapMatrix (B : LinearMap.BilinForm ℝ V) (χ : ι → V) : Matrix ι ι ℝ :=
  Matrix.of fun μ ν => B (χ μ) (χ ν)
```

`ExpandsIn` is an equality of functions at every point, so it also fixes the values at the nucleus: \(f_i(x)=\sum_\mu C_{i\mu}\chi_\mu(x)\). This is `hx` in the next proof.

If each spin had its own basis, the densities could differ. With one function each, \((1,0)\) for α and \((0,1)\) for β, they are 1 and 0 at the first point.

## As many filled orbitals as basis functions

In Lean, the basis and the orbitals share the index type `ι`, which makes \(C\) square. A one-sided inverse of a square matrix is two-sided, so \(C(SC^T)=1\) gives \((SC^T)C=1\). Hence \(S\) is invertible and \(S^{-1}=C^TC\). Linear independence of the basis is therefore a consequence and not an assumption. Writing \(\chi(x)\) for the column of values \(\chi_\mu(x)\),

\[ \sum_i f_i(x)^2=\big(C\chi(x)\big)^T C\chi(x)=\chi(x)^T C^TC\,\chi(x)=\chi(x)^T S^{-1}\chi(x), \]

and the coefficients have disappeared.

```lean
/-- If as many orthonormal orbitals as basis functions are built from the basis, the overlap
matrix is invertible, and its inverse gives the density of the orbitals at every point. -/
theorem density_eq_inverse_overlap [DecidableEq ι] (B : LinearMap.BilinForm ℝ V)
    (χ f : ι → V) (hf : ExpandsIn χ f) (ho : IsOrthonormal B f) (x : X) :
    IsUnit (overlapMatrix B χ).det ∧
      density f x = (fun μ => (χ μ).1 x) ⬝ᵥ
        ((overlapMatrix B χ)⁻¹ *ᵥ (fun μ => (χ μ).1 x)) := by
  obtain ⟨C, hC⟩ := hf
  have hB : ∀ i j, B (f i) (f j) = ∑ ν, ∑ μ, C i μ * B (χ μ) (χ ν) * C j ν := by
    intro i j
    rw [hC j, map_sum]
    refine Finset.sum_congr rfl fun ν _ => ?_
    rw [map_smul, hC i, map_sum, LinearMap.sum_apply, smul_eq_mul, Finset.mul_sum]
    refine Finset.sum_congr rfl fun μ _ => ?_
    rw [map_smul, LinearMap.smul_apply, smul_eq_mul]
    ring
  -- orthonormality in matrix form
  have h1 : C * (overlapMatrix B χ * Cᵀ) = 1 := by
    rw [← Matrix.mul_assoc]
    ext i j
    rw [Matrix.one_apply, ← ho i j, hB i j]
    simp only [Matrix.mul_apply, Matrix.transpose_apply, overlapMatrix, Matrix.of_apply,
      Finset.sum_mul]
  -- a one-sided inverse of a square matrix is two-sided
  have h2 : overlapMatrix B χ * (Cᵀ * C) = 1 := by
    rw [← Matrix.mul_assoc]
    exact mul_eq_one_comm.mp h1
  refine ⟨Matrix.isUnit_det_of_right_inverse h2, ?_⟩
  have hx : ∀ i, (f i).1 x = (C *ᵥ (fun μ => (χ μ).1 x)) i := by
    intro i
    rw [hC i]
    simp [Matrix.mulVec, dotProduct, Finset.sum_apply]
  rw [Matrix.inv_eq_right_inv h2, ← Matrix.mulVec_mulVec, Matrix.dotProduct_mulVec,
    Matrix.vecMul_transpose]
  unfold density
  simp only [hx, dotProduct, sq]
```

The step `h2` uses `mul_eq_one_comm` to swap the factors. The closing rewrites replace \(S^{-1}\) by \(C^TC\) and move \(C^T\) onto the left-hand vector, which leaves a sum of squares.

A second set \(g\) has the same right-hand side, so the two densities agree:

```lean
/-- Two orthonormal sets, each with as many orbitals as there are basis functions and both
built from that basis, have the same density at every point. -/
theorem density_eq_of_same_basis [DecidableEq ι] (B : LinearMap.BilinForm ℝ V)
    (χ f g : ι → V) (hf : ExpandsIn χ f) (hg : ExpandsIn χ g)
    (hfo : IsOrthonormal B f) (hgo : IsOrthonormal B g) (x : X) :
    density f x = density g x := by
  rw [(density_eq_inverse_overlap B χ f hf hfo x).2,
    (density_eq_inverse_overlap B χ g hg hgo x).2]
```

If some orbitals are empty, the equality is replaced by a balance. Let \(s\) be the filled orbitals of \(f\) and \(t\) those of \(g\). Splitting each full density into filled and empty parts gives

\[ \sum_{i\in s}f_i^2+\sum_{i\notin s}f_i^2=\sum_{i\in t}g_i^2+\sum_{i\notin t}g_i^2 , \]

and rearranging gives the spin density in terms of the empty orbitals alone.

```lean
/-- Let `f` and `g` be full orthonormal sets built from one basis, with `s` filled in `f` and
`t` filled in `g`. The difference of the filled densities is the reversed difference of the
empty ones. -/
theorem spin_density_from_empty_orbitals [DecidableEq ι] (B : LinearMap.BilinForm ℝ V)
    (χ f g : ι → V) (hf : ExpandsIn χ f) (hg : ExpandsIn χ g)
    (hfo : IsOrthonormal B f) (hgo : IsOrthonormal B g) (s t : Finset ι) (x : X) :
    ∑ i ∈ s, (f i).1 x ^ 2 - ∑ i ∈ t, (g i).1 x ^ 2 =
      ∑ i ∈ tᶜ, (g i).1 x ^ 2 - ∑ i ∈ sᶜ, (f i).1 x ^ 2 := by
  have h := density_eq_of_same_basis B χ f g hf hg hfo hgo x
  unfold density at h
  have h1 := Finset.sum_add_sum_compl s (fun i => (f i).1 x ^ 2)
  have h2 := Finset.sum_add_sum_compl t (fun i => (g i).1 x ^ 2)
  linarith
```

The proof performs this splitting in `h1` and `h2`, and `linarith` rearranges.

## Square-integrable orbitals and the overlap integral

For the atom, `X` is three-dimensional space with the nucleus at the origin, and \(B\) is the overlap integral. Square-integrability makes every product of two orbitals integrable, and additivity of the integral then makes the overlap bilinear. Without it, the overlap of two functions may diverge.

```lean
/-- Three-dimensional space, with the nucleus at the origin. -/
abbrev Space := EuclideanSpace ℝ (Fin 3)

/-- The real square-integrable functions on space. -/
def orbitals : Submodule ℝ (Space → ℝ) where
  carrier := {f | MemLp f 2 volume}
  add_mem' hf hg := MemLp.add hf hg
  zero_mem' := MemLp.zero
  smul_mem' c _ hf := MemLp.const_smul hf c

/-- The product of two square-integrable orbitals is integrable. -/
theorem integrable_product (f g : orbitals) :
    Integrable (fun r => f.1 r * g.1 r) volume :=
  MemLp.integrable_mul f.2 g.2

/-- The overlap integral of two orbitals. -/
def overlap : LinearMap.BilinForm ℝ orbitals :=
  LinearMap.mk₂ ℝ (fun f g => ∫ r, f.1 r * g.1 r)
    (by
      intro f f' g
      simp only [Submodule.coe_add, Pi.add_apply, add_mul]
      exact integral_add (integrable_product f g) (integrable_product f' g))
    (by
      intro c f g
      simp only [Submodule.coe_smul, Pi.smul_apply, smul_eq_mul, mul_assoc]
      exact integral_const_mul _ _)
    (by
      intro f g g'
      simp only [Submodule.coe_add, Pi.add_apply, mul_add]
      exact integral_add (integrable_product f g) (integrable_product f g'))
    (by
      intro c f g
      simp only [Submodule.coe_smul, Pi.smul_apply, smul_eq_mul, mul_left_comm _ c]
      exact integral_const_mul _ _)
```

The elements of `orbitals` are functions, not classes of functions equal almost everywhere, so the value at the nucleus is meaningful.

The coupling is the spin density there times a constant `K`. This constant stands for the g-factors, the magnetons, the division by the total spin and the numerical prefactor that turn a density into an energy or a frequency. The nucleus is a point, and relativistic corrections are left out.

```lean
/-- The contact coupling: a constant `K` times the spin density at the nucleus, for filled
spin-up orbitals `a` and filled spin-down orbitals `b`. -/
def contactCoupling (K : ℝ) (a : ι → orbitals) (b : κ → orbitals) : ℝ :=
  K * (density a 0 - density b 0)
```

## Odd p orbitals

Nitrogen has three more α electrons, in p orbitals. They enter only through \(p_k(-r)=-p_k(r)\). At \(r=0\) this reads \(p_k(0)=-p_k(0)\), so \(p_k(0)=0\). This is `h0` in the proof, and `simp` then removes the p terms from the density.

```lean
/-- Filled spin-up orbitals that are odd under inversion through the nucleus add nothing to
the contact coupling. -/
theorem odd_orbitals_drop_out {τ : Type*} [Fintype τ] (K : ℝ) (a : ι → orbitals)
    (p : τ → orbitals) (b : κ → orbitals) (hp : ∀ k r, (p k).1 (-r) = -(p k).1 r) :
    contactCoupling K (Sum.elim a p) b = contactCoupling K a b := by
  have h0 : ∀ k, (p k).1 0 = 0 := by
    intro k
    have h := hp k 0
    rw [neg_zero] at h
    linarith
  simp [contactCoupling, density, Fintype.sum_sum_type, h0]
```

Orbitals that did not vanish at the nucleus would add \(K\sum_k p_k(0)^2\).

In the nitrogen theorem, `a` and `b` are the α and β pairs, `χ` is the two-function s basis, and `Sum.elim a p` lists all five α orbitals. The proof drops the p orbitals and then applies the equality of densities at the origin.

```lean
/-- Atomic nitrogen in a minimal basis: two spin-up and two spin-down orbitals, each pair
orthonormal and built from the same two functions, and three odd spin-up p orbitals give
zero contact coupling. -/
theorem nitrogen_contact_coupling_zero (K : ℝ) (χ a b : Fin 2 → orbitals)
    (p : Fin 3 → orbitals) (ha : ExpandsIn χ a) (hb : ExpandsIn χ b)
    (hao : IsOrthonormal overlap a) (hbo : IsOrthonormal overlap b)
    (hp : ∀ k r, (p k).1 (-r) = -(p k).1 r) :
    contactCoupling K (Sum.elim a p) b = 0 := by
  rw [odd_orbitals_drop_out K a p b hp, contactCoupling,
    density_eq_of_same_basis overlap χ a b ha hb hao hbo 0, sub_self, mul_zero]
```

The s character of `χ` is never used, nor is any energy minimisation. What matters is that the β pair contains no p part. Suppose a β orbital were \(c\,a_1+s\,p_0\), with \(c^2+s^2=1\) and \(p_0\) normalised and orthogonal to the α pair, while the other β orbital stayed \(a_0\). The coupling would then be \(K s^2 a_1(0)^2\), which is in general not zero.

## No third s function

Take three orthonormal functions \(f_0,f_1,f_2\), with α electrons in \(f_0\), \(f_1\) and the odd p orbitals. Let the β pair be \(f_0\) and \(c f_1+s f_2\) with \(c^2+s^2=1\), which is orthonormal. Let \(K\neq0\). Writing \(u=f_1(0)\) and \(v=f_2(0)\neq0\), the coupling is

\[ K\left[u^2-(cu+sv)^2\right]. \]

If \(u^2\neq v^2\), the choice \(c=0\), \(s=1\) gives \(K(u^2-v^2)\neq0\). If \(u^2=v^2\), then \(u\neq0\) as well, and \(c=3/5\), \(s=4/5\) gives \(-\tfrac{24}{25}Kuv\neq0\).

```lean
/-- With three orthonormal functions `f`, spin-up electrons in the first two and in odd
p orbitals, and the third function non-zero at the nucleus, some orthonormal spin-down pair
built from `f` gives a non-zero contact coupling, provided `K` is non-zero. -/
theorem third_function_allows_coupling (K : ℝ) (hK : K ≠ 0) (f p : Fin 3 → orbitals)
    (ho : IsOrthonormal overlap f) (h2 : (f 2).1 0 ≠ 0)
    (hp : ∀ k r, (p k).1 (-r) = -(p k).1 r) :
    ∃ b : Fin 2 → orbitals, IsOrthonormal overlap b ∧ ExpandsIn f b ∧
      contactCoupling K (Sum.elim ![f 0, f 1] p) b ≠ 0 := by
  have ho' : ∀ i j, overlap (f i) (f j) = if i = j then 1 else 0 := ho
  -- rotate the second spin-down orbital towards the third function
  have key : ∀ c s : ℝ, c ^ 2 + s ^ 2 = 1 →
      (f 1).1 0 ^ 2 - (c * (f 1).1 0 + s * (f 2).1 0) ^ 2 ≠ 0 →
      ∃ b : Fin 2 → orbitals, IsOrthonormal overlap b ∧ ExpandsIn f b ∧
        contactCoupling K (Sum.elim ![f 0, f 1] p) b ≠ 0 := by
    intro c s hcs hne
    refine ⟨![f 0, c • f 1 + s • f 2], ?_, ⟨!![1, 0, 0; 0, c, s], ?_⟩, ?_⟩
    · intro i j
      fin_cases i <;> fin_cases j <;> simp [ho']
      all_goals linear_combination hcs
    · intro i
      fin_cases i <;> simp [Fin.sum_univ_three]
    · rw [odd_orbitals_drop_out K _ p _ hp]
      have e : contactCoupling K ![f 0, f 1] ![f 0, c • f 1 + s • f 2] =
          K * ((f 1).1 0 ^ 2 - (c * (f 1).1 0 + s * (f 2).1 0) ^ 2) := by
        simp [contactCoupling, density, Fin.sum_univ_two]
      rw [e]
      exact mul_ne_zero hK hne
  by_cases h : (f 1).1 0 ^ 2 = (f 2).1 0 ^ 2
  · have h1 : (f 1).1 0 ≠ 0 := by
      intro hz
      rw [hz] at h
      exact h2 (pow_eq_zero_iff (two_ne_zero)|>.mp (by linarith))
    refine key (3 / 5) (4 / 5) (by norm_num) fun hz => mul_ne_zero h1 h2 ?_
    linear_combination (-25 / 24 : ℝ) * hz + (2 / 3 : ℝ) * h
  · refine key 0 1 (by norm_num) fun hz => h ?_
    linear_combination hz
```

In the proof, `key` handles general \(c\) and \(s\), and `by_cases` separates the two choices. The theorem says that some β pair gives a non-zero coupling. Whether a self-consistent calculation finds such a pair, and how large the coupling is, depends on the energy. If all three functions vanished at the nucleus, every coupling would be zero, so at least one of them must be non-zero there.

For an atom described by a single determinant of real orbitals, in which s functions do not mix with p, d or higher ones, all of which vanish at the nucleus, a non-zero contact coupling therefore needs at least one s function beyond those that both spins fill.

## Two orthonormal sets on two points

The hypotheses leave room for different orbitals. Take the non-orthogonal basis \(\chi_0=(1,0)\), \(\chi_1=(1,1)\). Then

\[ S=\begin{pmatrix}1&1\\1&2\end{pmatrix},\qquad S^{-1}=\begin{pmatrix}2&-1\\-1&1\end{pmatrix}. \]

At the first point the basis values are \((1,1)\), and the density is \(2-1-1+1=1\). At the second they are \((0,1)\), and the density is again 1.

One orthonormal set is \(f_0=(1,0)\), \(f_1=(0,1)=-\chi_0+\chi_1\), whose density is plainly 1 at each point. Another is

\[ g_0=\left(\tfrac35,\tfrac45\right)=-\tfrac15\chi_0+\tfrac45\chi_1,\qquad g_1=\left(-\tfrac45,\tfrac35\right)=-\tfrac75\chi_0+\tfrac35\chi_1, \]

with density \(\tfrac{9}{25}+\tfrac{16}{25}=1\) at each point.

If only \(f_0\) and \(g_0\) are filled, the spin density at the first point is \(1-\tfrac{9}{25}=\tfrac{16}{25}\). The empty orbitals give the same number, \(\tfrac{16}{25}-0\).

```lean
/-- The real function on two points with values `a` and `b`. -/
def twoPoint (a b : ℝ) : (⊤ : Submodule ℝ (Fin 2 → ℝ)) := ⟨![a, b], Submodule.mem_top⟩

/-- The sum over both points of the product of two functions. -/
def dotForm : LinearMap.BilinForm ℝ (⊤ : Submodule ℝ (Fin 2 → ℝ)) :=
  LinearMap.mk₂ ℝ (fun u v => u.1 0 * v.1 0 + u.1 1 * v.1 1)
    (by intros; simp; ring) (by intros; simp; ring)
    (by intros; simp; ring) (by intros; simp; ring)

/-- On two points, the functions (1, 0), (0, 1) and the functions (3/5, 4/5), (-4/5, 3/5) are
two orthonormal sets built from the basis (1, 0), (1, 1). -/
theorem same_basis_witness :
    IsOrthonormal dotForm ![twoPoint 1 0, twoPoint 0 1] ∧
    IsOrthonormal dotForm ![twoPoint (3 / 5) (4 / 5), twoPoint (-4 / 5) (3 / 5)] ∧
    ExpandsIn ![twoPoint 1 0, twoPoint 1 1] ![twoPoint 1 0, twoPoint 0 1] ∧
    ExpandsIn ![twoPoint 1 0, twoPoint 1 1]
      ![twoPoint (3 / 5) (4 / 5), twoPoint (-4 / 5) (3 / 5)] := by
  refine ⟨?_, ?_, ⟨!![1, 0; -1, 1], ?_⟩, ⟨!![-1 / 5, 4 / 5; -7 / 5, 3 / 5], ?_⟩⟩
  · intro i j
    fin_cases i <;> fin_cases j <;> simp [dotForm, twoPoint]
  · intro i j
    fin_cases i <;> fin_cases j <;> simp [dotForm, twoPoint] <;> norm_num
  · intro i
    refine Subtype.ext (funext fun k => ?_)
    fin_cases i <;> fin_cases k <;> simp [twoPoint, Fin.sum_univ_two]
  · intro i
    refine Subtype.ext (funext fun k => ?_)
    fin_cases i <;> fin_cases k <;> simp [twoPoint, Fin.sum_univ_two] <;> norm_num

end

end ContactCouplingBasis
```

The theorem `same_basis_witness` confirms that both sets are orthonormal and built from this basis. Its proof supplies the coefficients above as matrices and checks each entry.

```lean
#print axioms ContactCouplingBasis.spin_density_from_empty_orbitals
#print axioms ContactCouplingBasis.nitrogen_contact_coupling_zero
#print axioms ContactCouplingBasis.third_function_allows_coupling
```

```
'ContactCouplingBasis.spin_density_from_empty_orbitals' depends on axioms: [propext, Classical.choice, Quot.sound]
'ContactCouplingBasis.nitrogen_contact_coupling_zero' depends on axioms: [propext, Classical.choice, Quot.sound]
'ContactCouplingBasis.third_function_allows_coupling' depends on axioms: [propext, Classical.choice, Quot.sound]
```
